# For a nonsingular positive semidefinite real matrix, ln det is at most the trace minus the dimension, with equality only at the identity

Let P be a real, positive semidefinite matrix of finite dimension n with nonzero determinant; in physical terms, a real symmetric operator on a finite-dimensional space whose eigenvalues are all strictly positive. The declaration states that ln det P ≤ tr P − n, and that if the two sides are equal then P is the identity. No Hamiltonian, state or interaction enters the statement. The attempt writes both sides as sums over the eigenvalues and compares them term by term through ln x ≤ x − 1. In the case of equality it deduces that every eigenvalue is 1, and then uses the spectral theorem to recover P = 1.

An attempt in Lean 4 with a fault in it:

```lean
import Mathlib

open Matrix

namespace FittedRPAIntegrand

noncomputable section

variable {n k p a : Type*} [Fintype n] [DecidableEq n] [Fintype k] [Fintype p]
  [DecidableEq p] [Fintype a]

/-- For a nonsingular positive semidefinite matrix, `ln det P` is at most `tr P` minus the
dimension, and equality forces `P = 1`. -/
theorem log_det_le {P : Matrix n n ℝ} (hP : P.PosSemidef) (hd : P.det ≠ 0) :
    Real.log P.det ≤ P.trace - Fintype.card n ∧
      (Real.log P.det = P.trace - Fintype.card n → P = 1) := by
  have hdet : P.det = ∏ i, hP.isHermitian.eigenvalues i := by
    simpa using hP.isHermitian.det_eq_prod_eigenvalues
  have htr : P.trace = ∑ i, hP.isHermitian.eigenvalues i := by
    simpa using hP.isHermitian.trace_eq_sum_eigenvalues
  have hpos : ∀ i, 0 < hP.isHermitian.eigenvalues i := fun i => by
    rw [hdet] at hd
    exact lt_of_le_of_ne (hP.eigenvalues_nonneg i)
      (Ne.symm (Finset.prod_ne_zero_iff.mp hd i (Finset.mem_univ i)))
  have hlog : Real.log P.det = ∑ i, Real.log (hP.isHermitian.eigenvalues i) := by
    rw [hdet]
    apply Real.log_prod
    intro i _
    exact (hpos i).ne'
  have hsum : P.trace - Fintype.card n = ∑ i, (hP.isHermitian.eigenvalues i - 1) := by
    rw [htr]
    simp [Finset.sum_sub_distrib]
  have hle : ∀ i ∈ Finset.univ, Real.log (hP.isHermitian.eigenvalues i) ≤
      hP.isHermitian.eigenvalues i - 1 := fun i _ => Real.log_le_sub_one_of_pos (hpos i)
  rw [hlog, hsum]
  refine ⟨Finset.sum_le_sum hle, fun heq => ?_⟩
  -- equality of the sums forces equality for each eigenvalue
  have hone : hP.isHermitian.eigenvalues = fun _ => 1 := by
    funext i
    by_contra hi
    exact (Real.log_lt_sub_one_of_pos (hpos i) hi).ne
      ((Finset.sum_eq_sum_iff_of_le hle).mp heq i (Finset.mem_univ i))
  obtain h := hP.isHermitian.spectral_theorem
  have hdiag : diagonal (RCLike.ofReal ∘ hP.isHermitian.eigenvalues) =
      (1 : Matrix n n ℝ) := by
    rw [hone, ← diagonal_one]
    congr 1
    funext i
    simp
  rw [hdiag, map_one] at h
  exact h

end

end FittedRPAIntegrand
```

The compiler's answer:

```
Main.lean:48:4: error: No goals to be solved
```

What went wrong. The message "No goals to be solved" points to `funext i` in the proof of `hdiag`, and means that nothing was left to prove when Lean reached that line. After `rw [hone, ← diagonal_one]`, both sides are diagonal matrices: one has the entries `RCLike.ofReal ∘ fun _ => 1`, the other the constant 1. The attempt expects `congr 1` to leave the equality of these two entry functions, to be proved index by index with `funext i` and `simp`. But `congr 1` also tries to close goals by reflexivity, and here that is enough, because `RCLike.ofReal` from the reals to the reals is the identity by definition. So `funext i` has no goal to act on and fails.

The diff deletes `funext i`, which removes the error, and also the `simp` after it, which would have failed for the same reason. `congr 1` now ends the proof of `hdiag`, and the mathematical argument is unchanged.

The change, after which it compiles:

```diff
@@ -46,6 +46,4 @@
     rw [hone, ← diagonal_one]
     congr 1
-    funext i
-    simp
   rw [hdiag, map_one] at h
   exact h
```
